# Spin-incoherent scattering from unpolarized nuclei of nonzero spin flips a polarized neutron with probability 2/3

Let $J_x,J_y,J_z$ be the spin matrices of a nucleus ($\hbar=1$) and $T=\mathrm{tr}(J_x^2+J_y^2+J_z^2)$. The commutation relations alone give

$$\mathrm{tr}\big[(J_x-iJ_y)(J_x+iJ_y)\big]=\tfrac23\,T .$$

If the spin is Hermitian and nonzero, and it couples to the neutron through a scattering length $B\,\sigma\cdot J$ with $B\neq0$, a neutron polarized along any axis that scatters through this coupling from an unpolarized nucleus flips with probability $2/3$. In neutron polarization analysis this fixes a 2:1 ratio of spin-flip to non-flip intensity in the spin-incoherent part of the scattering, for single scattering from nuclei with uncorrelated, unpolarized spins.

## Hermitian spin components

The finite type `n` labels a nuclear basis. `SpinAlgebra` holds the commutators; `NuclearSpin` adds Hermiticity, which makes the components observables.

```lean
import Mathlib

open Matrix
open scoped ComplexOrder

namespace SpinIncoherentScattering

noncomputable section

variable {n : Type*} [Fintype n]

/-- The angular momentum commutation relations for three complex matrices. -/
structure SpinAlgebra (Jx Jy Jz : Matrix n n ℂ) : Prop where
  xy : Jx * Jy - Jy * Jx = Complex.I • Jz
  yz : Jy * Jz - Jz * Jy = Complex.I • Jx
  zx : Jz * Jx - Jx * Jz = Complex.I • Jy

/-- A nuclear spin: Hermitian components obeying the angular momentum relations. -/
structure NuclearSpin (Jx Jy Jz : Matrix n n ℂ) : Prop extends SpinAlgebra Jx Jy Jz where
  hx : Jx.IsHermitian
  hy : Jy.IsHermitian
  hz : Jz.IsHermitian
```

By hand, Hermiticity turns $J_a^\dagger J_b$ into $J_aJ_b$ in the transition weight; `weight_eq` uses it in the same way. Without it the ratio fails: scaling $J_x+iJ_y$ by $s>0$ and $J_x-iJ_y$ by $1/s$ preserves the commutators but multiplies the up-to-down weight by $s^2$.

## Unpolarized nuclei

For neutron spinors $\chi\to\chi'$, set $s_a=\langle\chi'|\sigma_a|\chi\rangle$. The amplitude $M=B\sum_a s_aJ_a$ is still a nuclear operator. Unpolarized means that all $d$ nuclear states are equally likely, so averaging over initial and summing over final states gives the weight $W=\mathrm{tr}(M^\dagger M)/d$.

```lean
/-- The Pauli matrix σx of the neutron. -/
def pauliX : Matrix (Fin 2) (Fin 2) ℂ := !![0, 1; 1, 0]

/-- The Pauli matrix σy of the neutron. -/
def pauliY : Matrix (Fin 2) (Fin 2) ℂ := !![0, -Complex.I; Complex.I, 0]

/-- The Pauli matrix σz of the neutron. -/
def pauliZ : Matrix (Fin 2) (Fin 2) ℂ := !![1, 0; 0, -1]

/-- The matrix element of the scattering length B σ·J between neutron spin states χ (initial)
and χ' (final); it is still an operator on the nuclear spin. -/
def amplitude (B : ℂ) (Jx Jy Jz : Matrix n n ℂ) (χ χ' : Fin 2 → ℂ) : Matrix n n ℂ :=
  B • ((star χ' ⬝ᵥ pauliX *ᵥ χ) • Jx + (star χ' ⬝ᵥ pauliY *ᵥ χ) • Jy
    + (star χ' ⬝ᵥ pauliZ *ᵥ χ) • Jz)

/-- The weight of the neutron transition χ → χ', averaged over unpolarized nuclear initial
states and summed over nuclear final states, for a nuclear space of nonzero dimension. -/
def weight (B : ℂ) (Jx Jy Jz : Matrix n n ℂ) (χ χ' : Fin 2 → ℂ) : ℂ :=
  trace ((amplitude B Jx Jy Jz χ χ')ᴴ * amplitude B Jx Jy Jz χ χ') / (Fintype.card n : ℂ)
```

This assumption sits in the definition `weight`. The constant $B$ stands for the spin-dependent part of the neutron–nucleus interaction; kinematic factors common to all transitions are left out, as are coherent and magnetic scattering. For polarized nuclei the result changes: a nucleus in its highest $J_z$ state cannot be raised, so it cannot flip an up neutron down.

## The commutation relations

These say that $J$ generates rotations, and they make the average isotropic: $\mathrm{tr}(J_aJ_b)=\delta_{ab}T/3$. Multiply $[A,B']=iC$ by a matrix $D$ and take the trace:

$$i\,\mathrm{tr}(DC)=\mathrm{tr}(DAB')-\mathrm{tr}(DB'A).$$

With $D=B'$ the right side vanishes by cyclicity, so different components are uncorrelated. With $D=C$, each of the three relations gives

$$i\,\mathrm{tr}J_a^2=\mathrm{tr}(J_xJ_yJ_z)-\mathrm{tr}(J_xJ_zJ_y),$$

so the three squares have equal traces. Hence the ladder trace is

$$\mathrm{tr}J_x^2+\mathrm{tr}J_y^2+i\,\mathrm{tr}(J_xJ_y)-i\,\mathrm{tr}(J_yJ_x)=\tfrac23T.$$

The proof turns on `trace_mul_cycle`, which states $\mathrm{tr}(XYZ)=\mathrm{tr}(ZXY)$ for any three square matrices of the same size. The identity for $i\,\mathrm{tr}(DC)$ is `key`, and its first use is `mixed`. Once matrix products are inside traces they are just complex numbers, so `linear_combination` can add the cyclic identities `c1` to `c4` to the commutator identities, although the matrices themselves do not commute.

```lean
/-- The trace of a product of two complex combinations of spin components is one third of the dot
product of their coefficient vectors, without complex conjugation, times the trace of the squared
spin. -/
theorem trace_isotropic {Jx Jy Jz : Matrix n n ℂ} (h : SpinAlgebra Jx Jy Jz)
    (a b c a' b' c' : ℂ) :
    trace ((a • Jx + b • Jy + c • Jz) * (a' • Jx + b' • Jy + c' • Jz))
      = (a * a' + b * b' + c * c') / 3 * trace (Jx * Jx + Jy * Jy + Jz * Jz) := by
  -- a commutator under the trace
  have key : ∀ A B C D : Matrix n n ℂ, A * B - B * A = Complex.I • C →
      Complex.I * trace (D * C) = trace (D * A * B) - trace (D * B * A) := by
    intro A B C D e
    rw [← smul_eq_mul, ← trace_smul, ← Matrix.mul_smul, ← e, Matrix.mul_sub, trace_sub,
      Matrix.mul_assoc, Matrix.mul_assoc]
  -- different components are uncorrelated
  have mixed : ∀ A B C : Matrix n n ℂ, A * B - B * A = Complex.I • C →
      trace (B * C) = 0 := by
    intro A B C e
    have k := key A B C B e
    rw [trace_mul_cycle B A B, sub_self] at k
    exact (mul_eq_zero.mp k).resolve_left Complex.I_ne_zero
  have hxy := mixed _ _ _ h.zx
  have hyz := mixed _ _ _ h.xy
  have hzx := mixed _ _ _ h.yz
  -- the three squares have the same trace
  have kx := key _ _ _ Jx h.yz
  have ky := key _ _ _ Jy h.zx
  have kz := key _ _ _ Jz h.xy
  have c1 := trace_mul_cycle Jx Jy Jz
  have c2 := trace_mul_cycle Jy Jz Jx
  have c3 := trace_mul_cycle Jx Jz Jy
  have c4 := trace_mul_cycle Jz Jy Jx
  have sxy : trace (Jx * Jx) = trace (Jy * Jy) :=
    mul_left_cancel₀ Complex.I_ne_zero (by linear_combination kx - ky - c2 - c3)
  have syz : trace (Jy * Jy) = trace (Jz * Jz) :=
    mul_left_cancel₀ Complex.I_ne_zero (by linear_combination ky - kz + c1 + c2 + c3 + c4)
  simp only [Matrix.add_mul, Matrix.mul_add, Matrix.smul_mul, Matrix.mul_smul, trace_add,
    trace_smul, smul_eq_mul]
  rw [trace_mul_comm Jy Jx, trace_mul_comm Jz Jy, trace_mul_comm Jx Jz, hxy, hyz, hzx,
    sxy, syz]
  ring

/-- The trace of the lowering operator times the raising operator is two thirds of the trace
of the squared spin. -/
theorem trace_lower_mul_raise {Jx Jy Jz : Matrix n n ℂ} (h : SpinAlgebra Jx Jy Jz) :
    trace ((Jx - Complex.I • Jy) * (Jx + Complex.I • Jy))
      = 2 / 3 * trace (Jx * Jx + Jy * Jy + Jz * Jz) := by
  have e1 : Jx - Complex.I • Jy = (1 : ℂ) • Jx + (-Complex.I) • Jy + (0 : ℂ) • Jz := by
    module
  have e2 : Jx + Complex.I • Jy = (1 : ℂ) • Jx + Complex.I • Jy + (0 : ℂ) • Jz := by
    module
  rw [e1, e2, trace_isotropic h]
  linear_combination (-(trace (Jx * Jx + Jy * Jy + Jz * Jz)) / 3) * Complex.I_sq
```

Without the commutators isotropy is lost: $J_x=1$, $J_y=J_z=0$ gives a ladder trace equal to $T$.

## Orthonormal neutron spinors

Hypotheses `h1` and `h2` normalise $\chi$ and $\chi'$; `h3` makes them orthogonal, so that $\chi'$ is the flipped state. For up to down, the amplitude is $B(J_x+iJ_y)$, which links the ladder trace to scattering.

```lean
omit [Fintype n] in
/-- The amplitude for turning the neutron from spin up to spin down is B times the nuclear
raising operator. -/
theorem amplitude_up_down (B : ℂ) (Jx Jy Jz : Matrix n n ℂ) :
    amplitude B Jx Jy Jz ![1, 0] ![0, 1] = B • (Jx + Complex.I • Jy) := by
  simp [amplitude, pauliX, pauliY, pauliZ, Matrix.mulVec, dotProduct, Fin.sum_univ_two]
```

In general, let $p=\chi_0'^*\chi_1$, $q=\chi_1'^*\chi_0$, $u=\chi_0'^*\chi_0$ and $v=\chi_1'^*\chi_1$. Then $s_x=p+q$, $s_y=-i(p-q)$, $s_z=u-v$ and $\langle\chi'|\chi\rangle=u+v$, so

$$\begin{aligned}\sum_a|s_a|^2&=2(|p|^2+|q|^2+|u|^2+|v|^2)-|u+v|^2\\&=2\langle\chi'|\chi'\rangle\langle\chi|\chi\rangle-|\langle\chi'|\chi\rangle|^2.\end{aligned}$$

`pauli_completeness` expands the components and uses $i^2=-1$.

```lean
/-- The squared moduli of the three Pauli matrix elements between two neutron spinors add up
to twice the product of the squared norms minus the squared overlap. -/
theorem pauli_completeness (χ χ' : Fin 2 → ℂ) :
    star (star χ' ⬝ᵥ pauliX *ᵥ χ) * (star χ' ⬝ᵥ pauliX *ᵥ χ)
      + star (star χ' ⬝ᵥ pauliY *ᵥ χ) * (star χ' ⬝ᵥ pauliY *ᵥ χ)
      + star (star χ' ⬝ᵥ pauliZ *ᵥ χ) * (star χ' ⬝ᵥ pauliZ *ᵥ χ)
      = 2 * (star χ' ⬝ᵥ χ') * (star χ ⬝ᵥ χ) - star (star χ' ⬝ᵥ χ) * (star χ' ⬝ᵥ χ) := by
  simp only [pauliX, pauliY, pauliZ, Matrix.mulVec, dotProduct, Fin.sum_univ_two,
    Matrix.of_apply, Matrix.cons_val_zero, Matrix.cons_val_one, Pi.star_apply, star_add,
    star_mul', star_neg, star_star, star_zero, star_one,
    show star Complex.I = -Complex.I from Complex.conj_I]
  linear_combination (-((χ' 1 * star (χ 0) - χ' 0 * star (χ 1))
    * (star (χ' 1) * χ 0 - star (χ' 0) * χ 1))) * Complex.I_sq
```

Isotropy then gives, for normalised spinors,

$$W=|B|^2\,\big(2-|\langle\chi'|\chi\rangle|^2\big)\,\frac{T}{3d}.$$

```lean
/-- The weight of any neutron spin transition on unpolarized nuclei, in terms of the norms
and the overlap of the two spinors and the trace of the squared nuclear spin. -/
theorem weight_eq {Jx Jy Jz : Matrix n n ℂ} (h : NuclearSpin Jx Jy Jz) (B : ℂ)
    (χ χ' : Fin 2 → ℂ) :
    weight B Jx Jy Jz χ χ' = star B * B
      * (2 * (star χ' ⬝ᵥ χ') * (star χ ⬝ᵥ χ) - star (star χ' ⬝ᵥ χ) * (star χ' ⬝ᵥ χ))
      * (trace (Jx * Jx + Jy * Jy + Jz * Jz) / 3) / (Fintype.card n : ℂ) := by
  have hM : (amplitude B Jx Jy Jz χ χ')ᴴ = star B • (star (star χ' ⬝ᵥ pauliX *ᵥ χ) • Jx
      + star (star χ' ⬝ᵥ pauliY *ᵥ χ) • Jy + star (star χ' ⬝ᵥ pauliZ *ᵥ χ) • Jz) := by
    simp only [amplitude, conjTranspose_smul, conjTranspose_add, h.hx.eq, h.hy.eq, h.hz.eq]
  rw [weight, hM, amplitude, Matrix.smul_mul, Matrix.mul_smul, trace_smul, trace_smul,
    trace_isotropic h.toSpinAlgebra, pauli_completeness, smul_eq_mul, smul_eq_mul]
  ring
```

The bracket is 2 for a flip and 1 for no flip. Without orthogonality it lies between these values, and the two outcomes are not exclusive.

```lean
/-- For a neutron polarized along any axis, the spin-flip weight is twice the non-flip
weight. -/
theorem flip_eq_two_mul_nonflip {Jx Jy Jz : Matrix n n ℂ} (h : NuclearSpin Jx Jy Jz) (B : ℂ)
    {χ χ' : Fin 2 → ℂ} (h1 : star χ ⬝ᵥ χ = 1) (h2 : star χ' ⬝ᵥ χ' = 1)
    (h3 : star χ' ⬝ᵥ χ = 0) :
    weight B Jx Jy Jz χ χ' = 2 * weight B Jx Jy Jz χ χ := by
  rw [weight_eq h, weight_eq h, h1, h2, h3, star_one, star_zero]
  ring
```

## Nonzero coupling and nonzero spin

Conditions `hB` and `hJ` say that there is spin-dependent scattering at all. By hand they permit division by the total weight. In the proof, `nonflip_ne_zero` rewrites $T/3$ as $\mathrm{tr}(J_z^\dagger J_z)$, which vanishes only if $J_z=0$.

```lean
/-- The non-flip weight does not vanish when the coupling and the nuclear spin are nonzero. -/
theorem nonflip_ne_zero {Jx Jy Jz : Matrix n n ℂ} (h : NuclearSpin Jx Jy Jz) {B : ℂ}
    (hB : B ≠ 0) (hJ : Jz ≠ 0) {χ : Fin 2 → ℂ} (h1 : star χ ⬝ᵥ χ = 1) :
    weight B Jx Jy Jz χ χ ≠ 0 := by
  have hn : Nonempty n := by
    by_contra hne
    exact hJ (by ext i j; exact (hne ⟨i⟩).elim)
  have hc : (Fintype.card n : ℂ) ≠ 0 := Nat.cast_ne_zero.mpr Fintype.card_ne_zero
  -- one third of the trace of the squared spin is the trace of Jz†Jz
  have hT : trace (Jx * Jx + Jy * Jy + Jz * Jz) / 3 = trace (Jzᴴ * Jz) := by
    have t := trace_isotropic h.toSpinAlgebra 0 0 1 0 0 1
    simp only [zero_smul, one_smul, zero_add, mul_zero, mul_one] at t
    rw [h.hz.eq, t]
    ring
  have hz : trace (Jzᴴ * Jz) ≠ 0 := fun e =>
    hJ (Matrix.trace_conjTranspose_mul_self_eq_zero_iff.mp e)
  rw [weight_eq h, h1, hT, star_one]
  refine div_ne_zero (mul_ne_zero (mul_ne_zero (mul_ne_zero ?_ hB) ?_) hz) hc
  · exact star_ne_zero.mpr hB
  · norm_num
```

With non-flip weight $w$, the flip probability is $2w/(2w+w)=2/3$, and the polarization along the initial axis is $(w-2w)/(w+2w)=-1/3$. The proofs cancel $w$ in the same way. If $B$ or $J_z$ is zero, the quotient is $0/0$, which Lean evaluates to 0.

```lean
/-- Spin-incoherent scattering from unpolarized nuclei of any nonzero spin flips the spin of
a neutron polarized along any axis with probability two thirds. -/
theorem spin_flip_probability {Jx Jy Jz : Matrix n n ℂ} (h : NuclearSpin Jx Jy Jz) {B : ℂ}
    (hB : B ≠ 0) (hJ : Jz ≠ 0) {χ χ' : Fin 2 → ℂ} (h1 : star χ ⬝ᵥ χ = 1)
    (h2 : star χ' ⬝ᵥ χ' = 1) (h3 : star χ' ⬝ᵥ χ = 0) :
    weight B Jx Jy Jz χ χ' / (weight B Jx Jy Jz χ χ' + weight B Jx Jy Jz χ χ) = 2 / 3 := by
  have hN := nonflip_ne_zero h hB hJ h1
  rw [flip_eq_two_mul_nonflip h B h1 h2 h3,
    show ∀ w : ℂ, 2 * w + w = 3 * w from fun w => by ring]
  exact mul_div_mul_right 2 3 hN

/-- After spin-incoherent scattering from unpolarized nuclei of nonzero spin, the polarization of
the neutrons along the initial axis is minus one third for a fully polarized incident beam. -/
theorem scattered_polarization {Jx Jy Jz : Matrix n n ℂ} (h : NuclearSpin Jx Jy Jz) {B : ℂ}
    (hB : B ≠ 0) (hJ : Jz ≠ 0) {χ χ' : Fin 2 → ℂ} (h1 : star χ ⬝ᵥ χ = 1)
    (h2 : star χ' ⬝ᵥ χ' = 1) (h3 : star χ' ⬝ᵥ χ = 0) :
    (weight B Jx Jy Jz χ χ - weight B Jx Jy Jz χ χ')
      / (weight B Jx Jy Jz χ χ + weight B Jx Jy Jz χ χ') = -1 / 3 := by
  have hN := nonflip_ne_zero h hB hJ h1
  rw [flip_eq_two_mul_nonflip h B h1 h2 h3,
    show ∀ w : ℂ, w - 2 * w = -1 * w from fun w => by ring,
    show ∀ w : ℂ, w + 2 * w = 3 * w from fun w => by ring]
  exact mul_div_mul_right (-1) 3 hN
```

The smallest nonzero spin is $1/2$, with $d=2$ and $T=3/2$: the flip weight is $|B|^2/2$ and the non-flip weight $|B|^2/4$. The last theorem checks the hypotheses on the nuclear spin for explicit spin-one matrices, entry by entry.

```lean
/-- The spin-one matrices in the Cartesian basis form a nuclear spin with nonzero Jz. -/
theorem nuclearSpin_witness :
    NuclearSpin (!![0, 0, 0; 0, 0, -Complex.I; 0, Complex.I, 0] : Matrix (Fin 3) (Fin 3) ℂ)
      !![0, 0, Complex.I; 0, 0, 0; -Complex.I, 0, 0]
      !![0, -Complex.I, 0; Complex.I, 0, 0; 0, 0, 0] ∧
    (!![0, -Complex.I, 0; Complex.I, 0, 0; 0, 0, 0] : Matrix (Fin 3) (Fin 3) ℂ) ≠ 0 := by
  refine ⟨⟨⟨?_, ?_, ?_⟩, ?_, ?_, ?_⟩, ?_⟩
  iterate 3
    · ext i j
      fin_cases i <;> fin_cases j <;> simp
  iterate 3
    · refine Matrix.IsHermitian.ext fun i j => ?_
      fin_cases i <;> fin_cases j <;> simp
  · intro e
    have e01 := congrFun (congrFun e 0) 1
    simp at e01

end

end SpinIncoherentScattering
```

```lean
#print axioms SpinIncoherentScattering.trace_lower_mul_raise
#print axioms SpinIncoherentScattering.amplitude_up_down
#print axioms SpinIncoherentScattering.spin_flip_probability
#print axioms SpinIncoherentScattering.scattered_polarization
```

```
'SpinIncoherentScattering.trace_lower_mul_raise' depends on axioms: [propext, Classical.choice, Quot.sound]
'SpinIncoherentScattering.amplitude_up_down' depends on axioms: [propext, Classical.choice, Quot.sound]
'SpinIncoherentScattering.spin_flip_probability' depends on axioms: [propext, Classical.choice, Quot.sound]
'SpinIncoherentScattering.scattered_polarization' depends on axioms: [propext, Classical.choice, Quot.sound]
```
